# A finite coupling threshold for density-wave order with linearly vanishing phase space

For coupling $g>0$ and cutoff $W>0$, the model gap equation

$$1=g\int_0^W\frac{x}{\sqrt{x^2+D^2}}\,dx$$

has a solution $D>0$ exactly when $gW>1$, and that solution is unique. In this one-parameter mean-field model, a Hartree-Fock-type instability of the normal state therefore needs a finite coupling.

## The model

Here $x$ is the bare energy of a level and $D$ the gap parameter. The factor $x$ in the integrand is the phase space, which vanishes linearly at zero energy. The constant $g$ stands for the strength of a screened interaction. Both are postulated, not derived from the electron gas. Write $s_x=\sqrt{x^2+D^2}$ for the gapped quasiparticle energy.

In Lean 4 with Mathlib:

```lean
import Mathlib

open Real

namespace VanishingPhaseSpaceGap

noncomputable section
```

All quantities are real numbers, and `gapIntegral` is the integral above without its prefactor $g$.

```lean
/-- The pair integral with linearly vanishing phase space, cutoff `W` and gap `D`
(used for `D ≠ 0`). -/
def gapIntegral (W D : ℝ) : ℝ := ∫ x in (0 : ℝ)..W, x / √(x ^ 2 + D ^ 2)
```

The candidate solution gets a name, `orderGap`; part (d) justifies it.

```lean
/-- The closed-form candidate for the density-wave gap at coupling `g ≠ 0` and cutoff `W`. -/
def orderGap (g W : ℝ) : ℝ := (g ^ 2 * W ^ 2 - 1) / (2 * g)
```

The energy relative to the normal state $D=0$ is the mean-field cost of order minus the gain of the levels:

$$\mathcal E(D)=\frac{D^2}{2g}-\int_0^W x\,(s_x-x)\,dx.$$

```lean
/-- The mean-field energy of a density wave with gap `D`, relative to the normal state,
for coupling `g ≠ 0` and cutoff `W ≥ 0`. -/
def orderEnergy (g W D : ℝ) : ℝ :=
  D ^ 2 / (2 * g) - ∫ x in (0 : ℝ)..W, x * (√(x ^ 2 + D ^ 2) - x)
```

## (a) Slope of the quasiparticle energy

For $D>0$, show that $\dfrac{ds_x}{dx}=\dfrac{x}{s_x}$.

**Solution.** Since $x^2+D^2>0$, the chain rule gives $2x/(2s_x)$. The code also differentiates the square first, then the root.

```lean
/-- The slope of the gapped quasiparticle energy `√(x² + D²)` with respect to the bare
energy `x`. -/
theorem hasDerivAt_quasiparticle {D : ℝ} (hD : 0 < D) (x : ℝ) :
    HasDerivAt (fun y : ℝ => √(y ^ 2 + D ^ 2)) (x / √(x ^ 2 + D ^ 2)) x := by
  have h0 : HasDerivAt (fun y : ℝ => y ^ 2 + D ^ 2) (2 * x) x := by
    simpa using (hasDerivAt_pow 2 x).add_const (D ^ 2)
  have hpos : x ^ 2 + D ^ 2 ≠ 0 := by positivity
  exact (h0.sqrt hpos).congr_deriv (mul_div_mul_left x _ two_ne_zero)
```

## (b) Continuity of the integrand

For $D>0$, show that $\lim_{y\to x} y/s_y=x/s_x$ at every real $x$.

**Solution.** Numerator and denominator are continuous, the latter by (a), and $s_x\ge D>0$.

```lean
/-- The integrand of the gap equation is continuous when the gap is open. -/
theorem continuous_gapIntegrand {D : ℝ} (hD : 0 < D) :
    Continuous (fun x : ℝ => x / √(x ^ 2 + D ^ 2)) :=
  continuous_iff_continuousAt.2 fun x =>
    continuousAt_id.div (hasDerivAt_quasiparticle hD x).continuousAt
      (Real.sqrt_pos.2 (by positivity)).ne'
```

## (c) The pair integral

For $D>0$, show that $\displaystyle\int_0^W\frac{x}{s_x}\,dx=s_W-D$.

**Solution.** By (a), $s_x$ is an antiderivative; by (b), the integrand is integrable. The fundamental theorem of calculus gives $s_W-s_0$, and $s_0=D$.

```lean
/-- The pair integral equals the quasiparticle energy at the cutoff minus the gap. -/
theorem gapIntegral_eq {D : ℝ} (hD : 0 < D) (W : ℝ) :
    gapIntegral W D = √(W ^ 2 + D ^ 2) - D := by
  have h0 : √((0 : ℝ) ^ 2 + D ^ 2) = D := by
    rw [zero_pow two_ne_zero, zero_add, Real.sqrt_sq hD.le]
  rw [gapIntegral, intervalIntegral.integral_eq_sub_of_hasDerivAt
    (fun x _ => hasDerivAt_quasiparticle hD x)
    ((continuous_gapIntegrand hD).intervalIntegrable 0 W), h0]
```

## (d) Solving for the gap

For $g,D>0$, show that the gap equation is equivalent to $D=\dfrac{g^2W^2-1}{2g}$.

**Solution.** By (c) the equation reads $gs_W=1+gD$. Squaring and using $s_W^2=W^2+D^2$ gives $g^2W^2=1+2gD$, which is the formula. Conversely, the formula implies

$$(1+gD+gs_W)(1+gD-gs_W)=1+2gD-g^2W^2=0.$$

The first factor is positive, so the second vanishes. The two `linear_combination` steps carry out this algebra.

```lean
/-- A positive `D` solves the gap equation exactly when it equals the closed-form gap. -/
theorem gap_equation_iff {g W D : ℝ} (hg : 0 < g) (hD : 0 < D) :
    1 = g * gapIntegral W D ↔ D = orderGap g W := by
  have hs : √(W ^ 2 + D ^ 2) ^ 2 = W ^ 2 + D ^ 2 := Real.sq_sqrt (by positivity)
  have hs0 : 0 ≤ √(W ^ 2 + D ^ 2) := Real.sqrt_nonneg _
  rw [gapIntegral_eq hD, orderGap, eq_div_iff (by positivity)]
  generalize √(W ^ 2 + D ^ 2) = s at hs hs0 ⊢
  constructor
  · intro h
    linear_combination g ^ 2 * hs + (1 + g * D + g * s) * h
  · intro h
    -- the factor discarded on squaring is positive
    have hf : (1 + g * D + g * s) * (1 - g * (s - D)) = 0 := by
      linear_combination h - g ^ 2 * hs
    have hne : 1 + g * D + g * s ≠ 0 := by positivity
    have := (mul_eq_zero.1 hf).resolve_left hne
    linarith
```

## (e) The threshold

For $g,W>0$, show that $\exists D>0:\ 1=g\int_0^W (x/s_x)\,dx$ holds if and only if $gW>1$, and that every positive solution has the value in (d).

**Solution.** A positive solution satisfies $2gD=(gW-1)(gW+1)>0$, so $gW>1$. Conversely, if $gW>1$, the value in (d) is positive and solves the equation. The theorem's second clause gives uniqueness.

Without $D>0$ uniqueness fails: for $g=1$, $W=2$, both $D=3/2$ and $D=-3/2$ solve the equation.

```lean
/-- The gap equation with vanishing phase space has a positive solution exactly when
`g W > 1`, and every positive solution equals `(g² W² - 1) / (2 g)`. -/
theorem finite_coupling_threshold {g W : ℝ} (hg : 0 < g) (hW : 0 < W) :
    ((∃ D, 0 < D ∧ 1 = g * gapIntegral W D) ↔ 1 < g * W) ∧
      ∀ D, 0 < D → 1 = g * gapIntegral W D → D = (g ^ 2 * W ^ 2 - 1) / (2 * g) := by
  have hgW : 0 < g * W := mul_pos hg hW
  refine ⟨⟨?_, ?_⟩, fun D hD h => (gap_equation_iff hg hD).1 h⟩
  · rintro ⟨D, hD, h⟩
    have h1 := (gap_equation_iff hg hD).1 h
    rw [orderGap, eq_div_iff (by positivity)] at h1
    have h2 : 0 < D * (2 * g) := by positivity
    by_contra hc
    have h3 : 0 ≤ (1 - g * W) * (1 + g * W) :=
      mul_nonneg (by linarith) (by linarith)
    nlinarith
  · intro h
    have hD : 0 < orderGap g W := div_pos (by nlinarith) (by positivity)
    exact ⟨_, hD, (gap_equation_iff hg hD).2 rfl⟩
```

## (f) The energy in closed form

For $D>0$, show that $\mathcal E(D)=\dfrac{D^2}{2g}-\dfrac{s_W^3-W^3-D^3}{3}$.

**Solution.** By (a), $(s_x^3-x^3)/3$ has derivative $s_x^2\cdot x/s_x-x^2=x(s_x-x)$. Evaluate it between $0$ and $W$.

```lean
/-- The mean-field energy of an open gap in closed form. -/
theorem orderEnergy_eq {D : ℝ} (hD : 0 < D) (g W : ℝ) :
    orderEnergy g W D =
      D ^ 2 / (2 * g) - (√(W ^ 2 + D ^ 2) ^ 3 - W ^ 3 - D ^ 3) / 3 := by
  have hder : ∀ x ∈ Set.uIcc 0 W, HasDerivAt
      (fun y : ℝ => (√(y ^ 2 + D ^ 2) ^ 3 - y ^ 3) / 3)
      (x * (√(x ^ 2 + D ^ 2) - x)) x := by
    intro x _
    have hs : √(x ^ 2 + D ^ 2) ≠ 0 := (Real.sqrt_pos.2 (by positivity)).ne'
    refine ((((hasDerivAt_quasiparticle hD x).fun_pow 3).fun_sub
      (hasDerivAt_pow 3 x)).div_const 3).congr_deriv ?_
    have e : √(x ^ 2 + D ^ 2) ^ 2 * (x / √(x ^ 2 + D ^ 2)) = √(x ^ 2 + D ^ 2) * x := by
      rw [pow_two, mul_assoc, mul_div_cancel₀ x hs]
    change (((3 : ℕ) : ℝ) * √(x ^ 2 + D ^ 2) ^ 2 * (x / √(x ^ 2 + D ^ 2))
      - ((3 : ℕ) : ℝ) * x ^ 2) / 3 = x * (√(x ^ 2 + D ^ 2) - x)
    push_cast
    linear_combination e
  have hc : Continuous (fun x : ℝ => x * (√(x ^ 2 + D ^ 2) - x)) := by fun_prop
  have h0 : √((0 : ℝ) ^ 2 + D ^ 2) = D := by
    rw [zero_pow two_ne_zero, zero_add, Real.sqrt_sq hD.le]
  rw [orderEnergy, intervalIntegral.integral_eq_sub_of_hasDerivAt hder
    (hc.intervalIntegrable 0 W), h0]
  ring
```

## (g) Condensation energy

For $g>0$ and $gW>1$, show that at the gap of (d)

$$\mathcal E=-\frac{(gW-1)^3(3gW+1)}{24g^3}.$$

**Solution.** Put $u=gW$ and $d=gD=(u^2-1)/2$. The gap equation gives $gs_W=d+1$, so (f) becomes

$$g^3\mathcal E=\frac{d^2}{2}-\frac{3d^2+3d+1-u^3}{3}=-\frac{3u^4-8u^3+6u^2-1}{24},$$

and the numerator factorises as $(u-1)^3(3u+1)$. In the limit $u\to1^+$ at fixed $g$, the gap closes linearly and the energy gain cubically in $u-1$.

```lean
/-- Above threshold, the energy at the closed-form gap is negative the cube of `g W - 1`
times `(3 g W + 1) / (24 g³)`. -/
theorem condensation_energy {g W : ℝ} (hg : 0 < g) (h : 1 < g * W) :
    orderEnergy g W (orderGap g W) =
      -((g * W - 1) ^ 3 * (3 * (g * W) + 1) / (24 * g ^ 3)) := by
  have hD : 0 < orderGap g W := div_pos (by nlinarith) (by positivity)
  -- at the gap the cutoff quasiparticle energy is D + 1/g
  have hs : √(W ^ 2 + orderGap g W ^ 2) = orderGap g W + 1 / g := by
    have e : W ^ 2 + orderGap g W ^ 2 = (orderGap g W + 1 / g) ^ 2 := by
      unfold orderGap
      field_simp
      ring
    rw [e, Real.sqrt_sq (by positivity)]
  rw [orderEnergy_eq hD, hs]
  unfold orderGap
  field_simp
  ring
```

## (h) The gap minimises the energy

Let $W\ge0$ and let $D>0$ solve the gap equation. Show that $\mathcal E(D)\le\mathcal E(E)$ for every real trial value $E$.

**Solution.** Let $t_x=\sqrt{x^2+E^2}$. From $(t_x-s_x)^2\ge0$,

$$t_x-s_x\le\frac{E^2-D^2}{2s_x}.$$

Multiply by $x\ge0$ and integrate. The gap equation turns the right side into $(E^2-D^2)/(2g)$, so the extra gain never exceeds the extra cost. In the code, `key` is the integrated inequality.

```lean
/-- A positive solution of the gap equation minimises the mean-field energy over all
real values of the gap parameter. -/
theorem gap_solution_minimises {g W D : ℝ} (hW : 0 ≤ W) (hD : 0 < D)
    (h : 1 = g * gapIntegral W D) (E : ℝ) : orderEnergy g W D ≤ orderEnergy g W E := by
  have hg : g ≠ 0 := by
    rintro rfl
    simp at h
  have hI : gapIntegral W D = 1 / g := by
    rw [eq_div_iff hg]
    linarith
  have c (F : ℝ) : Continuous (fun x : ℝ => x * (√(x ^ 2 + F ^ 2) - x)) := by fun_prop
  have c2 : Continuous (fun x : ℝ => (E ^ 2 - D ^ 2) / 2 * (x / √(x ^ 2 + D ^ 2))) :=
    continuous_const.mul (continuous_gapIntegrand hD)
  -- the square root lies below its tangent as a function of the squared gap
  have key : (∫ x in (0 : ℝ)..W, x * (√(x ^ 2 + E ^ 2) - x)) ≤
      ∫ x in (0 : ℝ)..W, (x * (√(x ^ 2 + D ^ 2) - x)
        + (E ^ 2 - D ^ 2) / 2 * (x / √(x ^ 2 + D ^ 2))) := by
    refine intervalIntegral.integral_mono_on hW ((c E).intervalIntegrable 0 W)
      (((c D).add c2).intervalIntegrable 0 W) fun x hx => ?_
    have hs : 0 < √(x ^ 2 + D ^ 2) := Real.sqrt_pos.2 (by positivity)
    have hs2 : √(x ^ 2 + D ^ 2) ^ 2 = x ^ 2 + D ^ 2 := Real.sq_sqrt (by positivity)
    have ht2 : √(x ^ 2 + E ^ 2) ^ 2 = x ^ 2 + E ^ 2 := Real.sq_sqrt (by positivity)
    have h1 : √(x ^ 2 + E ^ 2) - √(x ^ 2 + D ^ 2)
        ≤ (E ^ 2 - D ^ 2) / 2 / √(x ^ 2 + D ^ 2) := by
      rw [le_div_iff₀ hs]
      nlinarith [sq_nonneg (√(x ^ 2 + E ^ 2) - √(x ^ 2 + D ^ 2))]
    have h2 := mul_le_mul_of_nonneg_left h1 hx.1
    have h3 : (E ^ 2 - D ^ 2) / 2 * (x / √(x ^ 2 + D ^ 2))
        = x * ((E ^ 2 - D ^ 2) / 2 / √(x ^ 2 + D ^ 2)) := by ring
    rw [h3]
    linarith
  rw [intervalIntegral.integral_add ((c D).intervalIntegrable 0 W)
    (c2.intervalIntegrable 0 W), intervalIntegral.integral_const_mul] at key
  change _ ≤ _ + (E ^ 2 - D ^ 2) / 2 * gapIntegral W D at key
  rw [hI] at key
  have e : (E ^ 2 - D ^ 2) / 2 * (1 / g) = E ^ 2 / (2 * g) - D ^ 2 / (2 * g) := by ring
  unfold orderEnergy
  linarith
```

## (i) Stability of the normal state

For $g,W>0$, show that $\mathcal E(D)\ge0$ for all real $D$ if and only if $gW\le1$.

**Solution.** If $gW>1$, (g) supplies a negative energy. If $gW\le1$, then $(s_x-x)^2\ge0$ gives $x(s_x-x)\le D^2/2$, so the total gain is at most $WD^2/2\le D^2/(2g)$.

```lean
/-- No density wave has negative energy relative to the normal state exactly when
`g W ≤ 1`. -/
theorem normal_state_stable_iff {g W : ℝ} (hg : 0 < g) (hW : 0 < W) :
    (∀ D, 0 ≤ orderEnergy g W D) ↔ g * W ≤ 1 := by
  constructor
  · intro h
    by_contra hc
    have hc' : 1 < g * W := not_le.1 hc
    have h1 := h (orderGap g W)
    rw [condensation_energy hg hc'] at h1
    have h2 : 0 < (g * W - 1) ^ 3 * (3 * (g * W) + 1) / (24 * g ^ 3) :=
      div_pos (mul_pos (pow_pos (by linarith) 3) (by positivity)) (by positivity)
    linarith
  · intro h D
    have c : Continuous (fun x : ℝ => x * (√(x ^ 2 + D ^ 2) - x)) := by fun_prop
    -- the gain weighted by the phase space `x` is at most D²/2
    have key : (∫ x in (0 : ℝ)..W, x * (√(x ^ 2 + D ^ 2) - x)) ≤
        ∫ _x in (0 : ℝ)..W, D ^ 2 / 2 := by
      refine intervalIntegral.integral_mono_on hW.le (c.intervalIntegrable 0 W)
        (continuous_const.intervalIntegrable 0 W) fun x _ => ?_
      have hs2 : √(x ^ 2 + D ^ 2) ^ 2 = x ^ 2 + D ^ 2 := Real.sq_sqrt (by positivity)
      nlinarith [sq_nonneg (√(x ^ 2 + D ^ 2) - x)]
    rw [intervalIntegral.integral_const, smul_eq_mul, sub_zero] at key
    have h1 : W * (D ^ 2 / 2) ≤ D ^ 2 / (2 * g) := by
      rw [le_div_iff₀ (by positivity)]
      nlinarith [mul_le_mul_of_nonneg_left h (sq_nonneg D)]
    unfold orderEnergy
    linarith

end

end VanishingPhaseSpaceGap
```

```lean
#print axioms VanishingPhaseSpaceGap.finite_coupling_threshold
-- 'VanishingPhaseSpaceGap.finite_coupling_threshold' depends on axioms: [propext, Classical.choice, Quot.sound]
#print axioms VanishingPhaseSpaceGap.gap_solution_minimises
-- 'VanishingPhaseSpaceGap.gap_solution_minimises' depends on axioms: [propext, Classical.choice, Quot.sound]
#print axioms VanishingPhaseSpaceGap.normal_state_stable_iff
-- 'VanishingPhaseSpaceGap.normal_state_stable_iff' depends on axioms: [propext, Classical.choice, Quot.sound]
```
